# Lindblad loss never cools a finite-dimensional ground state, and bare photon loss heats the coupled Rabi ground state at a one-photon cutoff

A molecule sits in a cavity whose mirrors leak. When the coupling is comparable to the photon energy, the ground state of the joint system already contains photons. A common master equation describes the leak by the bare annihilation operator $a$, as if cavity and molecule were uncoupled. What does this loss term do to the energy of the coupled ground state?

For any Hermitian matrix $H$ and any square matrix $a$, the energy cannot initially fall. In the Rabi model with at most one photon and nonzero coupling, it strictly rises.

## The energy rate of a master equation

States are vectors over a finite basis `n`, and $\hbar=1$.

```lean
import Mathlib

open Matrix
open scoped ComplexOrder

namespace DressedGroundStateHeating

noncomputable section

variable {n : Type*} [Fintype n]
```

Write $\langle x,y\rangle=\sum_i \bar x_i y_i$. The expectation value of $M$ is $\langle\psi,M\psi\rangle$, without division by the norm.

```lean
/-- The expectation value `⟨ψ, M ψ⟩`. -/
def expect (ψ : n → ℂ) (M : Matrix n n ℂ) : ℂ := star ψ ⬝ᵥ M *ᵥ ψ
```

The density matrix of a pure state is $\rho=|\psi\rangle\langle\psi|$.

```lean
/-- The operator `|ψ⟩⟨ψ|`. -/
def pureState (ψ : n → ℂ) : Matrix n n ℂ := vecMulVec ψ (star ψ)
```

The master equation is $\dot\rho=L(\rho)$ with
$$L(\rho)=-i[H,\rho]+\kappa\left(a\rho a^\dagger-\tfrac12\{a^\dagger a,\rho\}\right).$$
When $a$ is photon loss, $\kappa$ is the loss rate per photon: photons leave at the rate $\kappa\,\mathrm{Tr}(a^\dagger a\rho)$. Lean writes $a^\dagger$ as `aᴴ`.

```lean
/-- The Lindblad generator with Hamiltonian `H`, jump operator `a` and rate `κ`. -/
def lindblad (κ : ℝ) (H a ρ : Matrix n n ℂ) : Matrix n n ℂ :=
  (-Complex.I) • (H * ρ - ρ * H) +
    (κ : ℂ) • (a * ρ * aᴴ - (1 / 2 : ℂ) • (aᴴ * a * ρ + ρ * (aᴴ * a)))
```

The mean energy $\mathrm{Tr}(H\rho)$ changes at the rate $\mathrm{Tr}(H L(\rho))$. Its real part is taken so that the rate is a real number. It is an instantaneous rate, read off from the generator.

```lean
/-- The rate of change of the mean energy, the real part of `Tr (H dρ/dt)`. -/
def energyRate (κ : ℝ) (H a ρ : Matrix n n ℂ) : ℝ := (trace (H * lindblad κ H a ρ)).re
```

A ground state is a unit vector with $H\psi=E\psi$, where no real eigenvalue of $H$ lies below $E$. For Hermitian $H$ every eigenvalue is real, so this is the usual definition; degeneracy is allowed.

```lean
/-- `ψ` is a unit eigenvector of `H` with eigenvalue `E`, and no real eigenvalue is below `E`. -/
structure IsGroundState (H : Matrix n n ℂ) (E : ℝ) (ψ : n → ℂ) : Prop where
  unit : star ψ ⬝ᵥ ψ = 1
  eigen : H *ᵥ ψ = (E : ℂ) • ψ
  lowest : ∀ (μ : ℝ) (φ : n → ℂ), φ ≠ 0 → H *ᵥ φ = (μ : ℂ) • φ → E ≤ μ
```

## What the jump adds and the damping removes

Cyclicity gives $\mathrm{Tr}(H[H,\rho])=0$, so the commutator drops out. It also gives
$$\mathrm{Tr}(HL(\rho))=\kappa\left[\mathrm{Tr}(a^\dagger Ha\rho)-\tfrac12\mathrm{Tr}(Ha^\dagger a\rho)-\tfrac12\mathrm{Tr}(a^\dagger aH\rho)\right].$$
For a pure state $\mathrm{Tr}(M\rho)=\langle\psi,M\psi\rangle$. Since $H$ is Hermitian, the last two expectation values are complex conjugates, and half their sum is a real part:
$$\text{rate}=\kappa\left[\langle a\psi,Ha\psi\rangle-\mathrm{Re}\langle\psi,a^\dagger aH\psi\rangle\right].$$
In the proof, `key` is the trace identity, `tr` the passage to expectation values, and `hc` the conjugation.

```lean
/-- For Hermitian `H`, the energy rate in the state `|ψ⟩⟨ψ|` is
`κ [⟨aψ, H aψ⟩ - Re ⟨ψ, a* a H ψ⟩]`. -/
theorem energyRate_pure {H : Matrix n n ℂ} (hH : H.IsHermitian) (κ : ℝ)
    (a : Matrix n n ℂ) (ψ : n → ℂ) :
    energyRate κ H a (pureState ψ) =
      κ * ((expect (a *ᵥ ψ) H).re - (expect ψ (aᴴ * a * H)).re) := by
  have tr : ∀ M : Matrix n n ℂ, trace (M * pureState ψ) = expect ψ M := by
    intro M
    simp only [expect, pureState, trace, diag_apply, mul_apply, vecMulVec_apply,
      dotProduct, mulVec, Finset.mul_sum]
    refine Finset.sum_congr rfl fun i _ => Finset.sum_congr rfl fun j _ => ?_
    ring
  have adj : ∀ M : Matrix n n ℂ, expect ψ Mᴴ = star (expect ψ M) := by
    intro M
    simp only [expect, dotProduct, mulVec, Finset.mul_sum, star_sum, star_mul',
      Pi.star_apply, star_star, conjTranspose_apply]
    rw [Finset.sum_comm]
    refine Finset.sum_congr rfl fun i _ => Finset.sum_congr rfl fun j _ => ?_
    ring
  -- cyclicity of the trace removes the commutator and reorders the dissipator
  have key : ∀ ρ : Matrix n n ℂ, trace (H * lindblad κ H a ρ) =
      κ * (trace (aᴴ * H * a * ρ) -
        1 / 2 * (trace (H * (aᴴ * a) * ρ) + trace (aᴴ * a * H * ρ))) := by
    intro ρ
    have h0 : trace (H * (H * ρ)) = trace (H * (ρ * H)) := by
      rw [trace_mul_comm, Matrix.mul_assoc]
    have h1 : trace (H * (a * ρ * aᴴ)) = trace (aᴴ * H * a * ρ) := by
      rw [← Matrix.mul_assoc, trace_mul_comm]
      simp only [Matrix.mul_assoc]
    have h2 : trace (H * (ρ * (aᴴ * a))) = trace (aᴴ * a * H * ρ) := by
      rw [← Matrix.mul_assoc, trace_mul_comm]
      simp only [Matrix.mul_assoc]
    have h3 : trace (H * (aᴴ * a * ρ)) = trace (H * (aᴴ * a) * ρ) := by
      simp only [Matrix.mul_assoc]
    simp only [lindblad, Matrix.mul_add, Matrix.mul_sub, Matrix.mul_smul, trace_add,
      trace_sub, trace_smul, smul_eq_mul, h0, h1, h2, h3]
    ring
  have hjump : expect ψ (aᴴ * H * a) = expect (a *ᵥ ψ) H := by
    unfold expect
    rw [star_mulVec, ← dotProduct_mulVec]
    simp only [mulVec_mulVec, Matrix.mul_assoc]
  have hc : expect ψ (H * (aᴴ * a)) = star (expect ψ (aᴴ * a * H)) := by
    rw [← adj]
    simp only [conjTranspose_mul, conjTranspose_conjTranspose, hH.eq]
  have hre : ∀ z : ℂ, (1 / 2 * (star z + z)).re = z.re := by
    intro z
    have e : (1 / 2 : ℂ) = ((1 / 2 : ℝ) : ℂ) := by push_cast; rfl
    rw [e, Complex.re_ofReal_mul, Complex.add_re, show (star z).re = z.re from rfl]
    ring
  unfold energyRate
  rw [key]
  simp only [tr]
  rw [hjump, hc, Complex.re_ofReal_mul, Complex.sub_re, hre]
```

## Energy measured from the ground level

Subtracting the ground energy gives the operator $H-E$, with $(H-E)x=Hx-Ex$.

```lean
variable [DecidableEq n]

/-- The operator `H - E` acts on a vector as `H x - E x`. -/
theorem shift_mulVec (H : Matrix n n ℂ) (E : ℝ) (x : n → ℂ) :
    (H - (E : ℂ) • (1 : Matrix n n ℂ)) *ᵥ x = H *ᵥ x - (E : ℂ) • x := by
  rw [sub_mulVec, smul_mulVec, one_mulVec]
```

If $(H-E)v=\lambda v$ with $v\neq0$, then $Hv=(\lambda+E)v$. Minimality of $E$ gives $E\le\lambda+E$, so $\lambda\ge0$. By the spectral theorem, a Hermitian matrix with nonnegative eigenvalues is positive semidefinite. Lean applies this argument to each vector of an orthonormal eigenbasis.

```lean
/-- For Hermitian `H` with ground energy `E`, the operator `H - E` is positive semidefinite. -/
theorem excess_posSemidef {H : Matrix n n ℂ} {E : ℝ} {ψ : n → ℂ} (hH : H.IsHermitian)
    (hg : IsGroundState H E ψ) : (H - (E : ℂ) • (1 : Matrix n n ℂ)).PosSemidef := by
  have hK : (H - (E : ℂ) • (1 : Matrix n n ℂ)).IsHermitian := by
    show (H - (E : ℂ) • (1 : Matrix n n ℂ))ᴴ = _
    rw [conjTranspose_sub, conjTranspose_smul, conjTranspose_one, hH.eq]
    simp
  rw [hK.posSemidef_iff_eigenvalues_nonneg]
  intro i
  -- an eigenvector of `H - E` is an eigenvector of `H`, shifted by `E`
  have hv := hK.mulVec_eigenvectorBasis i
  rw [shift_mulVec] at hv
  have h := hg.lowest (hK.eigenvalues i + E) (hK.eigenvectorBasis i).ofLp
    (fun h0 => hK.eigenvectorBasis.orthonormal.ne_zero i (by ext j; exact congrFun h0 j))
    (by
      ext j
      have hj := congrFun hv j
      simp only [Pi.sub_apply, Pi.smul_apply, smul_eq_mul, Complex.real_smul] at hj ⊢
      push_cast
      linear_combination hj)
  show (0 : ℝ) ≤ hK.eigenvalues i
  linarith
```

In the ground state, $\langle\psi,a^\dagger aH\psi\rangle=E\langle a\psi,a\psi\rangle$. The rate formula becomes
$$\text{rate}=\kappa\,\langle a\psi,(H-E)a\psi\rangle.$$
The vector $a\psi$ is not normalised. If it is nonzero, the rate is the jump rate $\kappa\|a\psi\|^2$ times the mean excess energy of the normalised state after the jump.

```lean
/-- In a ground state of a Hermitian `H`, the energy rate is `κ ⟨aψ, (H - E) aψ⟩`. -/
theorem energyRate_ground {H : Matrix n n ℂ} {E : ℝ} {ψ : n → ℂ} (hH : H.IsHermitian)
    (hg : IsGroundState H E ψ) (κ : ℝ) (a : Matrix n n ℂ) :
    energyRate κ H a (pureState ψ) =
      κ * (expect (a *ᵥ ψ) (H - (E : ℂ) • (1 : Matrix n n ℂ))).re := by
  have h1 : expect ψ (aᴴ * a * H) = E * (star (a *ᵥ ψ) ⬝ᵥ (a *ᵥ ψ)) := by
    unfold expect
    rw [← mulVec_mulVec, hg.eigen, mulVec_smul, dotProduct_smul, smul_eq_mul,
      star_mulVec, ← dotProduct_mulVec, mulVec_mulVec]
  have h2 : expect (a *ᵥ ψ) (H - (E : ℂ) • (1 : Matrix n n ℂ)) =
      expect (a *ᵥ ψ) H - E * (star (a *ᵥ ψ) ⬝ᵥ (a *ᵥ ψ)) := by
    unfold expect
    rw [shift_mulVec, dotProduct_sub, dotProduct_smul, smul_eq_mul]
  rw [energyRate_pure hH, h2, h1, Complex.sub_re]
```

## The sign of the rate, and when it vanishes

Put $K=H-E$ and $x=a\psi$. Since $K$ is positive semidefinite, it has a Hermitian square root, and
$$\langle x,Kx\rangle=\|K^{1/2}x\|^2\ge0.$$
This is zero exactly when $K^{1/2}x=0$, which is equivalent to $Kx=0$. For $\kappa>0$ the rate is therefore nonnegative, and it vanishes exactly when $(H-E)a\psi=0$: the jump either annihilates $\psi$ or leaves it in the ground eigenspace. Lean takes both facts about $K$ from Mathlib.

```lean
/-- For Hermitian `H` and `κ > 0`, a jump operator `a` never cools a ground state `ψ`, and
the energy rate vanishes exactly when `(H - E) aψ = 0`. -/
theorem ground_state_heating {H : Matrix n n ℂ} {E κ : ℝ} {ψ : n → ℂ} (hH : H.IsHermitian)
    (hg : IsGroundState H E ψ) (hκ : 0 < κ) (a : Matrix n n ℂ) :
    0 ≤ energyRate κ H a (pureState ψ) ∧
      (energyRate κ H a (pureState ψ) = 0 ↔
        (H - (E : ℂ) • (1 : Matrix n n ℂ)) *ᵥ (a *ᵥ ψ) = 0) := by
  have hP := excess_posSemidef hH hg
  have hn := Complex.nonneg_iff.mp (hP.dotProduct_mulVec_nonneg (a *ᵥ ψ))
  rw [energyRate_ground hH hg]
  refine ⟨mul_nonneg hκ.le hn.1, ?_⟩
  rw [← hP.dotProduct_mulVec_zero_iff, mul_eq_zero, or_iff_right hκ.ne']
  exact ⟨fun h => Complex.ext h hn.2.symm, fun h => congrArg Complex.re h⟩
```

Being a unit eigenvector is not enough for the sign. Take $H=\mathrm{diag}(0,1)$, $a=|0\rangle\langle1|$ and the excited state $\psi=|1\rangle$. Then $a\psi=|0\rangle$ and the rate is $\kappa(0-1)=-\kappa$, which is ordinary decay.

## Operators that lower the energy cause no heating

Suppose $[H,a]=-\omega a$ with $\omega>0$. Then
$$Ha\psi=aH\psi-\omega a\psi=(E-\omega)a\psi.$$
A nonzero $a\psi$ would be an eigenvector below the ground level, so $a\psi=0$ and the rate is zero.

```lean
/-- If `H` is Hermitian and `a` lowers the energy by `ω > 0`, that is `[H, a] = -ω a`, then `a`
annihilates the ground state and the energy rate is zero. -/
theorem no_heating_of_lowering {H a : Matrix n n ℂ} {E ω : ℝ} {ψ : n → ℂ}
    (hH : H.IsHermitian) (hg : IsGroundState H E ψ) (hω : 0 < ω)
    (hl : H * a = a * H - (ω : ℂ) • a) (κ : ℝ) :
    a *ᵥ ψ = 0 ∧ energyRate κ H a (pureState ψ) = 0 := by
  have h : a *ᵥ ψ = 0 := by
    by_contra hne
    -- otherwise `aψ` would be an eigenvector below the ground energy
    have := hg.lowest (E - ω) (a *ᵥ ψ) hne (by
      rw [mulVec_mulVec, hl, sub_mulVec, ← mulVec_mulVec, hg.eigen, mulVec_smul, smul_mulVec]
      push_cast
      module)
    linarith
  refine ⟨h, ?_⟩
  rw [energyRate_ground hH hg, h]
  simp [expect]
```

## The Rabi model with at most one photon

Number the basis $|0,g\rangle,|0,e\rangle,|1,g\rangle,|1,e\rangle$ from 0 to 3, as Lean does; inside kets, $g$ and $e$ label the molecular levels. Photon loss sends $|1,s\rangle$ to $|0,s\rangle$ and annihilates $|0,s\rangle$, for $s=g,e$.

```lean
/-- Photon loss with at most one photon, in the basis `|0,g⟩, |0,e⟩, |1,g⟩, |1,e⟩`. -/
def loss : Matrix (Fin 4) (Fin 4) ℂ := !![0, 0, 1, 0; 0, 0, 0, 1; 0, 0, 0, 0; 0, 0, 0, 0]
```

The Hamiltonian is
$$H=\omega a^\dagger a+g(a+a^\dagger)\sigma_x+\tfrac{\Delta}{2}\sigma_z,$$
with photon energy $\omega$, coupling $g$ and molecular splitting $\Delta$. The excited level has $\sigma_z=+1$. "One-photon" in the code refers to the cutoff.

```lean
/-- The Rabi Hamiltonian `ω a*a + g (a + a*) σx + (Δ/2) σz` with at most one photon. -/
def rabi (ω Δ g : ℝ) : Matrix (Fin 4) (Fin 4) ℂ :=
  (ω : ℂ) • (lossᴴ * loss) +
    (g : ℂ) • ((loss + lossᴴ) * !![0, 1, 0, 0; 1, 0, 0, 0; 0, 0, 0, 1; 0, 0, 1, 0]) +
    ((Δ : ℂ) / 2) • !![-1, 0, 0, 0; 0, 1, 0, 0; 0, 0, -1, 0; 0, 0, 0, 1]
```

Multiplying out gives
$$H=\begin{pmatrix}-\Delta/2&0&0&g\\0&\Delta/2&g&0\\0&g&\omega-\Delta/2&0\\g&0&0&\omega+\Delta/2\end{pmatrix}.$$

```lean
/-- The matrix elements of the one-photon Rabi Hamiltonian. -/
theorem rabi_eq (ω Δ g : ℝ) : rabi ω Δ g =
    !![-((Δ : ℂ) / 2), 0, 0, (g : ℂ); 0, (Δ : ℂ) / 2, (g : ℂ), 0;
       0, (g : ℂ), ω - (Δ : ℂ) / 2, 0; (g : ℂ), 0, 0, ω + (Δ : ℂ) / 2] := by
  ext i j
  fin_cases i <;> fin_cases j <;>
    simp [rabi, loss, mul_apply, Fin.sum_univ_four, conjTranspose_apply]
  ring
```

Its rows give the action on amplitudes $\varphi_0,\dots,\varphi_3$. For example, component 2 of $H\varphi$ is $g\varphi_1+(\omega-\Delta/2)\varphi_2$.

```lean
/-- The action of the one-photon Rabi Hamiltonian on the four amplitudes. -/
theorem rabi_mulVec (ω Δ g : ℝ) (φ : Fin 4 → ℂ) : rabi ω Δ g *ᵥ φ =
    ![-((Δ : ℂ) / 2) * φ 0 + g * φ 3, (Δ : ℂ) / 2 * φ 1 + g * φ 2,
      g * φ 1 + (ω - (Δ : ℂ) / 2) * φ 2, g * φ 0 + (ω + (Δ : ℂ) / 2) * φ 3] := by
  rw [rabi_eq]
  ext i
  fin_cases i <;> simp [mulVec, dotProduct, Fin.sum_univ_four]
```

At $g=0$, $\sigma_z$ commutes with $a$ and $[a^\dagger a,a]=-a$, so $[H,a]=-\omega a$. For $\omega>0$ the uncoupled cavity is thus a case without heating.

```lean
/-- Without coupling, photon loss lowers the energy of the one-photon Rabi Hamiltonian by `ω`. -/
theorem lowering_witness (ω Δ : ℝ) :
    rabi ω Δ 0 * loss = loss * rabi ω Δ 0 - (ω : ℂ) • loss := by
  rw [rabi_eq]
  ext i j
  fin_cases i <;> fin_cases j <;> simp [loss, mul_apply, Fin.sum_univ_four]
```

Now let $g\neq0$, and suppose the rate vanished. The state after a jump is $a\psi=(\psi_2,\psi_3,0,0)$. Components 2 and 3 of $(H-E)a\psi=0$ read
$$g\psi_3=0,\qquad g\psi_2=0,$$
so $\psi_2=\psi_3=0$. The same components of $H\psi=E\psi$ then reduce to $g\psi_1=0$ and $g\psi_0=0$. Hence $\psi=0$, which contradicts $\langle\psi,\psi\rangle=1$. The rate is strictly positive, and the Lean proof follows these equations in this order.

```lean
/-- For `κ > 0` and any coupling `g ≠ 0`, bare photon loss strictly heats every ground state of
the one-photon Rabi Hamiltonian. -/
theorem rabi_heating {ω Δ g E κ : ℝ} {ψ : Fin 4 → ℂ} (hκ : 0 < κ) (hg : g ≠ 0)
    (hψ : IsGroundState (rabi ω Δ g) E ψ) :
    0 < energyRate κ (rabi ω Δ g) loss (pureState ψ) := by
  have hH : (rabi ω Δ g).IsHermitian := by
    rw [rabi_eq]
    ext i j
    fin_cases i <;> fin_cases j <;> simp [conjTranspose_apply]
  have hl : loss *ᵥ ψ = ![ψ 2, ψ 3, 0, 0] := by
    ext i
    fin_cases i <;> simp [loss, mulVec, dotProduct, Fin.sum_univ_four]
  obtain ⟨h0, hz⟩ := ground_state_heating hH hψ hκ loss
  refine lt_of_le_of_ne h0 fun h => ?_
  have h1 := hz.mp h.symm
  rw [shift_mulVec, sub_eq_zero, hl, rabi_mulVec] at h1
  -- the state after the jump has no one-photon part, so the coupling must vanish on it
  have e2 : (g : ℂ) * ψ 3 + (ω - (Δ : ℂ) / 2) * 0 = E * 0 := congrFun h1 2
  have e3 : (g : ℂ) * ψ 2 + (ω + (Δ : ℂ) / 2) * 0 = E * 0 := congrFun h1 3
  have p3 : ψ 3 = 0 := by simpa [hg] using e2
  have p2 : ψ 2 = 0 := by simpa [hg] using e3
  -- the same argument for `ψ` itself removes the zero-photon part
  have hf := hψ.eigen
  rw [rabi_mulVec] at hf
  have f2 : (g : ℂ) * ψ 1 + (ω - (Δ : ℂ) / 2) * ψ 2 = E * ψ 2 := congrFun hf 2
  have f3 : (g : ℂ) * ψ 0 + (ω + (Δ : ℂ) / 2) * ψ 3 = E * ψ 3 := congrFun hf 3
  have p1 : ψ 1 = 0 := by simpa [hg, p2] using f2
  have p0 : ψ 0 = 0 := by simpa [hg, p3] using f3
  have hu := hψ.unit
  simp [dotProduct, Fin.sum_univ_four, p0, p1, p2, p3] at hu
```

In a simulation of this truncated model, bare photon loss therefore pumps energy into the coupled ground state, although a zero-temperature environment, if its coupling to the system is weak, should leave that state alone. For a real cavity, the photon cutoff is one simplification and the jump operator is another: the bare $a$ is postulated, and a derivation from the coupling to the environment can give transitions between dressed eigenstates instead.

## A ground state with rational amplitudes

Take $\omega=6$, $\Delta=1$, $g=12$. The Hamiltonian splits into two blocks, on components $\{0,3\}$ and $\{1,2\}$, with characteristic polynomials
$$P(\mu)=(\mu+\tfrac12)(\mu-\tfrac{13}2)-144=(\mu+\tfrac{19}2)(\mu-\tfrac{31}2)$$
and
$$Q(\mu)=(\mu-\tfrac12)(\mu-\tfrac{11}2)-144=P(\mu)+6.$$
Both are positive for $\mu<-\tfrac{19}2$, so no eigenvalue lies there. The vector $\psi=(\tfrac45,0,0,-\tfrac35)$ has unit norm and satisfies $H\psi=-\tfrac{19}2\psi$, so it is a ground state. Lean excludes a lower eigenvalue by eliminating the amplitudes within each block.

```lean
/-- At `ω = 6`, `Δ = 1`, `g = 12` the vector `(4|0,g⟩ - 3|1,e⟩)/5` is a ground state of the
one-photon Rabi Hamiltonian, with energy `-19/2`. -/
theorem rabi_ground_witness :
    IsGroundState (rabi 6 1 12) (-19 / 2) ![4 / 5, 0, 0, -3 / 5] := by
  refine ⟨?_, ?_, ?_⟩
  · have c3 : (starRingEnd ℂ) 3 = 3 := Complex.ext (by simp) (by simp)
    have c4 : (starRingEnd ℂ) 4 = 4 := Complex.ext (by simp) (by simp)
    have c5 : (starRingEnd ℂ) 5 = 5 := Complex.ext (by simp) (by simp)
    simp [dotProduct, Fin.sum_univ_four]
    norm_num [c3, c4, c5]
  · rw [rabi_mulVec]
    ext i
    fin_cases i <;> simp <;> norm_num
  · intro μ φ hφ h
    by_contra hlt
    have hμ : μ < -19 / 2 := not_le.mp hlt
    have hpos : 0 < (-19 / 2 - μ) * (31 / 2 - μ) := mul_pos (by linarith) (by linarith)
    -- the characteristic polynomials of the two parity blocks do not vanish below `-19/2`
    have hP : (((μ + 1 / 2) * (μ - 13 / 2) - 144 : ℝ) : ℂ) ≠ 0 :=
      Complex.ofReal_ne_zero.mpr (ne_of_gt (by nlinarith))
    have hQ : (((μ - 1 / 2) * (μ - 11 / 2) - 144 : ℝ) : ℂ) ≠ 0 :=
      Complex.ofReal_ne_zero.mpr (ne_of_gt (by nlinarith))
    rw [rabi_mulVec] at h
    have e0 : -(((1 : ℝ) : ℂ) / 2) * φ 0 + ((12 : ℝ) : ℂ) * φ 3 = μ * φ 0 := congrFun h 0
    have e1 : ((1 : ℝ) : ℂ) / 2 * φ 1 + ((12 : ℝ) : ℂ) * φ 2 = μ * φ 1 := congrFun h 1
    have e2 : ((12 : ℝ) : ℂ) * φ 1 + (((6 : ℝ) : ℂ) - ((1 : ℝ) : ℂ) / 2) * φ 2 = μ * φ 2 :=
      congrFun h 2
    have e3 : ((12 : ℝ) : ℂ) * φ 0 + (((6 : ℝ) : ℂ) + ((1 : ℝ) : ℂ) / 2) * φ 3 = μ * φ 3 :=
      congrFun h 3
    push_cast at e0 e1 e2 e3
    have p0 : φ 0 = 0 := mul_left_cancel₀ hP (by
      push_cast; linear_combination -((μ : ℂ) - 13 / 2) * e0 - 12 * e3)
    have p3 : φ 3 = 0 := mul_left_cancel₀ hP (by
      push_cast; linear_combination -12 * e0 - ((μ : ℂ) + 1 / 2) * e3)
    have p1 : φ 1 = 0 := mul_left_cancel₀ hQ (by
      push_cast; linear_combination -((μ : ℂ) - 11 / 2) * e1 - 12 * e2)
    have p2 : φ 2 = 0 := mul_left_cancel₀ hQ (by
      push_cast; linear_combination -12 * e1 - ((μ : ℂ) - 1 / 2) * e2)
    refine hφ (funext fun i => ?_)
    fin_cases i
    exacts [p0, p1, p2, p3]

end

end DressedGroundStateHeating
```

For this state $a\psi=(0,-\tfrac35,0,0)$, and the diagonal element of $H$ on $|0,e\rangle$ is $\tfrac12$. The heating rate is
$$\kappa\cdot\tfrac{9}{25}\left(\tfrac12+\tfrac{19}2\right)=\tfrac{18}{5}\kappa.$$
At so large a ratio $g/\omega$ the cutoff is severe, and the number illustrates the four-level model only.

```lean
#print axioms DressedGroundStateHeating.no_heating_of_lowering
#print axioms DressedGroundStateHeating.rabi_heating
```

```
'DressedGroundStateHeating.no_heating_of_lowering' depends on axioms: [propext, Classical.choice, Quot.sound]
'DressedGroundStateHeating.rabi_heating' depends on axioms: [propext, Classical.choice, Quot.sound]
```
